# The equal-amplitude state of n pairs in M > 0 levels has largest pair-density eigenvalue n(M − n + 1)/M

Put two pairs in three levels, with amplitude 1/√3 on each of the three possible configurations: every level then has pair occupation 2/3, and any two different levels have coherence 1/3. These coherences add up on the uniform vector, whose eigenvalue is 2/3 + 2 · 1/3 = 4/3, whereas a single configuration of two pairs gives 1.

```lean
import Mathlib

open Finset
open Filter (Tendsto atTop)
open scoped Matrix

namespace PairCondensate

noncomputable section

/-- Removal of a pair from level `p`. A state is given by its real amplitudes on the sets of
levels occupied by pairs. -/
def annihilate {M : ℕ} (p : Fin M) (ψ : Finset (Fin M) → ℝ) : Finset (Fin M) → ℝ :=
  fun T => if p ∈ T then 0 else ψ (insert p T)

/-- The pair density matrix: the overlap of the state with a pair removed from level `p` and
the state with a pair removed from level `q`. -/
def pairDensity {M : ℕ} (ψ : Finset (Fin M) → ℝ) : Matrix (Fin M) (Fin M) ℝ :=
  fun p q => ∑ T, annihilate p ψ T * annihilate q ψ T

/-- The state of `n` pairs in `M` levels, `n ≤ M`, with the same amplitude on every
`n`-subset of levels. -/
def equalAmplitude (M n : ℕ) : Finset (Fin M) → ℝ :=
  fun S => if S.card = n then 1 / √(M.choose n : ℝ) else 0

/-- The single configuration in which exactly the levels in `S` hold a pair. -/
def configuration {M : ℕ} (S : Finset (Fin M)) : Finset (Fin M) → ℝ :=
  fun T => if T = S then 1 else 0

/-- `μ` is the largest real eigenvalue of the matrix `A`. -/
def IsLargestEigenvalue {M : ℕ} (A : Matrix (Fin M) (Fin M) ℝ) (μ : ℝ) : Prop :=
  IsGreatest {x : ℝ | ∃ v : Fin M → ℝ, v ≠ 0 ∧ A *ᵥ v = x • v} μ

/-- The equal-amplitude state of `n ≤ M` pairs is normalised. -/
theorem equalAmplitude_normalised {M n : ℕ} (hn : n ≤ M) :
    ∑ S, equalAmplitude M n S ^ 2 = 1 := by
  have h : ∀ S, equalAmplitude M n S ^ 2 =
      if S ∈ powersetCard n (univ : Finset (Fin M)) then 1 / (M.choose n : ℝ) else 0 := by
    intro S
    by_cases hS : S.card = n <;> simp [equalAmplitude, hS, mem_powersetCard]
  have h2 : (M.choose n : ℝ) ≠ 0 := by exact_mod_cast (Nat.choose_pos hn).ne'
  rw [sum_congr rfl fun S _ => h S, sum_ite_mem, univ_inter, sum_const, card_powersetCard,
    card_univ, Fintype.card_fin, nsmul_eq_mul, mul_one_div, div_self h2]

/-- In the equal-amplitude state of `k + 1 ≤ M` pairs, an entry of the pair density matrix is the
number of ways to place the other `k` pairs outside levels `p` and `q`, divided by the number of
configurations. -/
theorem pairDensity_count {M : ℕ} (k : ℕ) (p q : Fin M) :
    pairDensity (equalAmplitude M (k + 1)) p q =
      ((({p, q} : Finset (Fin M))ᶜ.card.choose k : ℕ) : ℝ) / (M.choose (k + 1) : ℝ) := by
  have h : ∀ T, annihilate p (equalAmplitude M (k + 1)) T *
      annihilate q (equalAmplitude M (k + 1)) T =
      if T ∈ powersetCard k ({p, q} : Finset (Fin M))ᶜ
        then 1 / (M.choose (k + 1) : ℝ) else 0 := by
    intro T
    have hmem : T ∈ powersetCard k ({p, q} : Finset (Fin M))ᶜ ↔
        p ∉ T ∧ q ∉ T ∧ T.card = k := by
      rw [mem_powersetCard]
      constructor
      · rintro ⟨h1, h2⟩
        exact ⟨fun h => by have := h1 h; simp at this,
          fun h => by have := h1 h; simp at this, h2⟩
      · rintro ⟨hp, hq, hk⟩
        refine ⟨fun x hx => ?_, hk⟩
        simp only [mem_compl, mem_insert, mem_singleton, not_or]
        exact ⟨fun e => hp (e ▸ hx), fun e => hq (e ▸ hx)⟩
    by_cases hp : p ∈ T
    · rw [if_neg (fun h => (hmem.1 h).1 hp)]
      simp [annihilate, hp]
    by_cases hq : q ∈ T
    · rw [if_neg (fun h => (hmem.1 h).2.1 hq)]
      simp [annihilate, hq]
    by_cases hk : T.card = k
    · rw [if_pos (hmem.2 ⟨hp, hq, hk⟩)]
      simp only [annihilate, equalAmplitude, if_neg hp, if_neg hq, card_insert_of_notMem hp,
        card_insert_of_notMem hq, hk, ↓reduceIte]
      rw [div_mul_div_comm, one_mul, Real.mul_self_sqrt (Nat.cast_nonneg _)]
    · rw [if_neg (fun h => hk (hmem.1 h).2.2)]
      simp [annihilate, equalAmplitude, hp, hq, card_insert_of_notMem, hk]
  unfold pairDensity
  rw [sum_congr rfl fun T _ => h T, sum_ite_mem, univ_inter, sum_const, card_powersetCard,
    nsmul_eq_mul, mul_one_div]

/-- In the equal-amplitude state of `n ≤ M` pairs every level has pair occupation `n / M`. -/
theorem pairDensity_diag {M n : ℕ} (hn : n ≤ M) (p : Fin M) :
    pairDensity (equalAmplitude M n) p p = (n : ℝ) / M := by
  obtain ⟨m, rfl⟩ : ∃ m, M = m + 1 := ⟨M - 1, by have := p.isLt; omega⟩
  cases n with
  | zero => simp [pairDensity, annihilate, equalAmplitude]
  | succ k =>
    have hc : (({p, p} : Finset (Fin (m + 1)))ᶜ).card = m := by simp [card_compl]
    have h1 : ((m : ℝ) + 1) * m.choose k = (m + 1).choose (k + 1) * (k + 1) := by
      exact_mod_cast Nat.add_one_mul_choose_eq m k
    have h2 : (0 : ℝ) < (m + 1).choose (k + 1) := by exact_mod_cast Nat.choose_pos hn
    rw [pairDensity_count, hc, div_eq_div_iff h2.ne' (by positivity)]
    push_cast
    linear_combination h1

/-- In the equal-amplitude state of `n ≤ M` pairs the coherence between any two different
levels is `n (M - n) / (M (M - 1))`. -/
theorem pairDensity_offDiag {M n : ℕ} (hn : n ≤ M) {p q : Fin M} (h : p ≠ q) :
    pairDensity (equalAmplitude M n) p q = (n : ℝ) * (M - n) / (M * (M - 1)) := by
  have hv : p.val ≠ q.val := fun e => h (Fin.ext e)
  obtain ⟨m, rfl⟩ : ∃ m, M = m + 2 :=
    ⟨M - 2, by have := p.isLt; have := q.isLt; omega⟩
  cases n with
  | zero => simp [pairDensity, annihilate, equalAmplitude]
  | succ k =>
    have hc : (({p, q} : Finset (Fin (m + 2)))ᶜ).card = m := by
      have := card_compl ({p, q} : Finset (Fin (m + 2)))
      rw [card_pair h, Fintype.card_fin] at this
      omega
    have hk : k ≤ m + 1 := by omega
    -- two absorption identities for binomial coefficients
    have h1 : ((m : ℝ) + 2) * (m + 1).choose k = (m + 2).choose (k + 1) * (k + 1) := by
      exact_mod_cast Nat.add_one_mul_choose_eq (m + 1) k
    have h3 := congrArg (Nat.cast : ℕ → ℝ) (Nat.choose_mul_succ_eq m k)
    push_cast [Nat.cast_sub hk] at h3
    have h2 : (0 : ℝ) < (m + 2).choose (k + 1) := by exact_mod_cast Nat.choose_pos hn
    have hden : ((m + 2 : ℕ) : ℝ) * (((m + 2 : ℕ) : ℝ) - 1) ≠ 0 := by
      have e : ((m + 2 : ℕ) : ℝ) - 1 = m + 1 := by push_cast; ring
      rw [e]
      positivity
    rw [pairDensity_count, hc, div_eq_div_iff h2.ne' hden]
    push_cast
    linear_combination ((m : ℝ) + 2) * h3 + ((m : ℝ) + 1 - k) * h1

/-- A matrix on `M > 0` levels with constant diagonal `a` and constant off-diagonal `b ≥ 0`
has largest eigenvalue `a + (M - 1) b`. -/
theorem largest_of_constant {M : ℕ} (hM : 0 < M) {A : Matrix (Fin M) (Fin M) ℝ} {a b : ℝ}
    (hb : 0 ≤ b) (hd : ∀ p, A p p = a) (ho : ∀ p q, p ≠ q → A p q = b) :
    IsLargestEigenvalue A (a + (M - 1) * b) := by
  have hact : ∀ (v : Fin M → ℝ) p, (A *ᵥ v) p = (a - b) * v p + b * ∑ q, v q := by
    intro v p
    have h : ∀ q, A p q * v q = (if p = q then (a - b) * v q else 0) + b * v q := by
      intro q
      by_cases e : p = q
      · subst e
        rw [hd, if_pos rfl]
        ring
      · rw [ho p q e, if_neg e]
        ring
    change ∑ q, A p q * v q = _
    rw [sum_congr rfl fun q _ => h q, sum_add_distrib, sum_ite_eq, if_pos (mem_univ p),
      mul_sum]
  unfold IsLargestEigenvalue
  constructor
  · -- the uniform vector attains the value
    refine ⟨fun _ => 1, fun h => ?_, ?_⟩
    · have := congrFun h ⟨0, hM⟩
      simp at this
    · ext p
      rw [hact]
      simp only [sum_const, card_univ, Fintype.card_fin, nsmul_eq_mul, Pi.smul_apply,
        smul_eq_mul]
      ring
  · rintro x ⟨v, hv, he⟩
    have hp : ∀ p, (a - b) * v p + b * ∑ q, v q = x * v p := fun p => by
      have h := congrFun he p
      rw [hact] at h
      exact h
    by_cases hs : ∑ q, v q = 0
    · -- vectors of zero sum have eigenvalue `a - b`
      obtain ⟨p, hvp⟩ := Function.ne_iff.1 hv
      have hvp' : v p ≠ 0 := hvp
      have h := hp p
      rw [hs] at h
      have hx : x = a - b := mul_right_cancel₀ hvp' (by linear_combination -h)
      have := mul_nonneg (Nat.cast_nonneg M : (0 : ℝ) ≤ M) hb
      rw [hx]
      nlinarith
    · -- otherwise summing the eigenvalue equation fixes `x`
      have h := sum_congr rfl fun p (_ : p ∈ (univ : Finset (Fin M))) => hp p
      simp only [sum_add_distrib, ← mul_sum, sum_const, card_univ, Fintype.card_fin,
        nsmul_eq_mul] at h
      have hx : x = a + (M - 1) * b := mul_right_cancel₀ hs (by linear_combination -h)
      exact hx.le

/-- For `n ≤ M` pairs in `M > 0` levels, the pair density matrix of the equal-amplitude state
has largest eigenvalue `n (M - n + 1) / M`. -/
theorem equalAmplitude_largest {M n : ℕ} (hM : 0 < M) (hn : n ≤ M) :
    IsLargestEigenvalue (pairDensity (equalAmplitude M n)) ((n : ℝ) * (M - n + 1) / M) := by
  have hnR : (n : ℝ) ≤ M := by exact_mod_cast hn
  have hMR : (1 : ℝ) ≤ M := by exact_mod_cast hM
  have hb : (0 : ℝ) ≤ (n : ℝ) * (M - n) / (M * (M - 1)) :=
    div_nonneg (mul_nonneg (Nat.cast_nonneg _) (sub_nonneg.2 hnR))
      (mul_nonneg (Nat.cast_nonneg _) (sub_nonneg.2 hMR))
  have h := largest_of_constant hM hb (pairDensity_diag hn)
    (fun p q hpq => pairDensity_offDiag hn hpq)
  have e : (n : ℝ) / M + (M - 1) * ((n : ℝ) * (M - n) / (M * (M - 1))) =
      (n : ℝ) * (M - n + 1) / M := by
    rcases eq_or_ne M 1 with h1 | h1
    · subst h1
      interval_cases n <;> norm_num
    · have hM1 : (M : ℝ) - 1 ≠ 0 := sub_ne_zero.2 (by exact_mod_cast h1)
      rw [mul_comm (M : ℝ) (M - 1), ← mul_div_assoc, mul_div_mul_left _ _ hM1]
      ring
  rwa [e] at h

/-- If `n ≤ M` throughout, the number of levels tends to infinity and the filling `n / M` tends to
`ν`, the largest eigenvalue per level of the equal-amplitude state tends to `ν (1 - ν)`. -/
theorem largest_per_level {M n : ℕ → ℕ} {Λ : ℕ → ℝ} {ν : ℝ} (hM : Tendsto M atTop atTop)
    (hn : ∀ k, n k ≤ M k) (hν : Tendsto (fun k => (n k : ℝ) / M k) atTop (nhds ν))
    (hΛ : ∀ k, IsLargestEigenvalue (pairDensity (equalAmplitude (M k) (n k))) (Λ k)) :
    Tendsto (fun k => Λ k / M k) atTop (nhds (ν * (1 - ν))) := by
  have hinv : Tendsto (fun k => (M k : ℝ)⁻¹) atTop (nhds 0) :=
    tendsto_inv_atTop_zero.comp (tendsto_natCast_atTop_atTop.comp hM)
  have h := (hν.mul (hν.const_sub 1)).add (hν.mul hinv)
  rw [mul_zero, add_zero] at h
  refine h.congr' ((hM.eventually_gt_atTop 0).mono fun k hk => ?_)
  change (n k : ℝ) / M k * (1 - (n k : ℝ) / M k) + (n k : ℝ) / M k * (M k : ℝ)⁻¹ = Λ k / M k
  have hk0 : (M k : ℝ) ≠ 0 := by exact_mod_cast hk.ne'
  have hi : (M k : ℝ) * (M k : ℝ)⁻¹ = 1 := mul_inv_cancel₀ hk0
  rw [IsGreatest.unique (hΛ k) (equalAmplitude_largest hk (hn k))]
  linear_combination (-(n k : ℝ) * (M k : ℝ)⁻¹) * hi

/-- The pair density matrix of a single configuration is diagonal, with entry one on occupied
levels and zero on empty ones. -/
theorem pairDensity_configuration {M : ℕ} (S : Finset (Fin M)) :
    pairDensity (configuration S) = Matrix.diagonal (fun p => if p ∈ S then (1 : ℝ) else 0) := by
  have h : ∀ p T, annihilate p (configuration S) T =
      if T = S.erase p ∧ p ∈ S then (1 : ℝ) else 0 := by
    intro p T
    change (if p ∈ T then (0 : ℝ) else if insert p T = S then 1 else 0) = _
    by_cases hT : p ∈ T
    · rw [if_pos hT, if_neg]
      rintro ⟨e, -⟩
      rw [e] at hT
      simp at hT
    · rw [if_neg hT]
      refine if_congr ⟨?_, ?_⟩ rfl rfl
      · rintro rfl
        exact ⟨(erase_insert hT).symm, mem_insert_self _ _⟩
      · rintro ⟨h1, h2⟩
        rw [h1, insert_erase h2]
  ext p q
  change ∑ T, annihilate p (configuration S) T * annihilate q (configuration S) T = _
  simp only [h]
  by_cases hpq : p = q
  · subst hpq
    by_cases hp : p ∈ S <;> simp [hp]
  · rw [Matrix.diagonal_apply_ne _ hpq]
    refine sum_eq_zero fun T _ => ?_
    by_cases c1 : T = S.erase p ∧ p ∈ S
    · by_cases c2 : T = S.erase q ∧ q ∈ S
      · -- removing different levels leaves different configurations
        have hm : p ∈ S.erase q := mem_erase.2 ⟨hpq, c1.2⟩
        rw [← c2.1, c1.1] at hm
        simp at hm
      · rw [if_neg c2, mul_zero]
    · rw [if_neg c1, zero_mul]

/-- For a single configuration with at least one pair, the largest eigenvalue of the pair
density matrix is one. -/
theorem configuration_largest {M : ℕ} {S : Finset (Fin M)} (hS : S.Nonempty) :
    IsLargestEigenvalue (pairDensity (configuration S)) 1 := by
  rw [pairDensity_configuration]
  unfold IsLargestEigenvalue
  constructor
  · obtain ⟨p, hp⟩ := hS
    refine ⟨Pi.single p 1, fun h => ?_, ?_⟩
    · have := congrFun h p
      simp at this
    · ext q
      rw [Matrix.mulVec_diagonal]
      by_cases e : q = p
      · subst e
        simp [hp]
      · simp [e]
  · rintro x ⟨v, hv, he⟩
    obtain ⟨p, hvp⟩ := Function.ne_iff.1 hv
    have hvp' : v p ≠ 0 := hvp
    have h := congrFun he p
    rw [Matrix.mulVec_diagonal] at h
    have hx : (if p ∈ S then (1 : ℝ) else 0) = x := mul_right_cancel₀ hvp' h
    rw [← hx]
    split_ifs <;> norm_num

end

end PairCondensate
```

```lean
#print axioms PairCondensate.equalAmplitude_normalised
#print axioms PairCondensate.equalAmplitude_largest
#print axioms PairCondensate.largest_per_level
#print axioms PairCondensate.configuration_largest
```

```
'PairCondensate.equalAmplitude_normalised' depends on axioms: [propext, Classical.choice, Quot.sound]
'PairCondensate.equalAmplitude_largest' depends on axioms: [propext, Classical.choice, Quot.sound]
'PairCondensate.largest_per_level' depends on axioms: [propext, Classical.choice, Quot.sound]
'PairCondensate.configuration_largest' depends on axioms: [propext, Classical.choice, Quot.sound]
```

## Pairs, levels and the matrix ρ

A level is either empty or holds one pair, so a configuration is the set S of occupied levels, and a state ψ assigns a real amplitude to each set. In Lean, levels are elements of `Fin M` and ψ is a function on `Finset (Fin M)`. The operator b_p, written `annihilate p`, removes a pair from level p:

(b_p ψ)(T) = ψ(T ∪ {p}) if p ∉ T, and 0 otherwise.

The pair density matrix `pairDensity` collects the overlaps

ρ_pq = ∑_T (b_p ψ)(T) (b_q ψ)(T).

`IsLargestEigenvalue A μ` says that μ is an eigenvalue of A with a non-zero real eigenvector, and that no other real eigenvalue exceeds it. Since ρ is real and symmetric, restricting to real eigenvalues loses nothing.

The main theorem, `equalAmplitude_largest`, assumes M > 0 and n ≤ M. With no levels there would be no non-zero vector, hence no eigenvalue. The case n = 0 is included and gives 0. `configuration_largest` gives the value 1 for any non-empty single configuration.

The model has no broken pairs, and ρ is by definition only the pair-transfer part of the full two-body density matrix. No Hamiltonian enters, and the equal amplitudes are assumed, not obtained by minimising an energy. Within these limits, the result shows how an antisymmetrised geminal power with equal pair coefficients, which has a fixed pair number, can carry a pair condensate, meaning an eigenvalue of ρ that grows in proportion to M at fixed filling n/M, which a single paired determinant in the same levels lacks.

## Counting gives the entries

For n ≤ M, the amplitude 1/√C(M,n) on each of the C(M,n) configurations normalises the state (`equalAmplitude_normalised`). Let n ≥ 1. A set T contributes to ρ_pq only if it avoids p and q and has n − 1 elements, and each such T contributes 1/C(M,n). This is `pairDensity_count`, stated with n = k + 1. On the diagonal, M − 1 levels remain for the other pairs:

ρ_pp = C(M−1, n−1)/C(M, n) = n/M,

because M C(M−1, n−1) = n C(M, n). For p ≠ q, M − 2 levels remain. From (M−1) C(M−2, n−1) = (M−n) C(M−1, n−1) it follows that

ρ_pq = C(M−2, n−1)/C(M, n) = n(M−n)/(M(M−1)).

`pairDensity_diag` and `pairDensity_offDiag` use these same binomial identities, combined by `linear_combination`. They treat n = 0 separately, where every entry vanishes.

## The uniform vector has the largest eigenvalue

Write a for the diagonal entry and b ≥ 0 for the off-diagonal one. Then

(ρv)_p = (a − b) v_p + b ∑_q v_q.

Suppose ρv = xv with v ≠ 0. If the components of v sum to zero, a non-zero component gives x = a − b. Otherwise, summing the equation over p and dividing by ∑_q v_q gives x = a + (M−1)b. The second value is at least as large, since the difference is Mb ≥ 0, and the uniform vector attains it. `largest_of_constant` makes the same case split. Inserting the entries for M ≥ 2,

a + (M−1)b = n/M + n(M−n)/M = n(M−n+1)/M.

For M = 1 there is no off-diagonal entry, and the proof checks n = 0 and n = 1 directly.

## Many levels, and a single configuration

Dividing the eigenvalue by M gives

(n/M)(1 − n/M) + (n/M)(1/M).

If M → ∞ and n/M → ν, this tends to ν(1 − ν), which is `largest_per_level`. The largest eigenvalue is therefore extensive for 0 < ν < 1; at ν = 0 or ν = 1 the limit per level is zero.

In a single configuration S, removing a pair from an occupied level p leaves S without p, and removing one from an empty level gives zero. Different occupied levels leave different sets, so the overlaps between them vanish. Hence ρ is diagonal, with 1 on occupied levels and 0 on empty ones (`pairDensity_configuration`). If S is non-empty, the unit vector on an occupied level has eigenvalue 1, and every eigenvalue is one of the diagonal entries, so none is larger.
